# For a rectangular d band coupled uniformly to an empty adsorbate level above it, the band-centre estimate equals the second-order energy gain at just one nonzero filling, above three quarters

Q: Suppose I estimate adsorbate stabilisation by placing every filled d state at the band centre. If I assume that the error has the same sign at all fillings, a correction that improves a half-filled band makes a full one worse. Where does the sign change, and does your formal statement describe the same band as mine?

A: The band has centre $c$, width $W$ and constant density of states $1/W$, with its lowest fraction $f$ filled. The empty adsorbate level lies at $c+D$ and couples equally to all band states. The squared couplings to the whole band add up to $V^2$, with $V$ real. I assume $0<W<2D$, so the level lies above the band top.

```lean
import Mathlib

open Set

namespace RectangularDBand
```

The filled states between $e$ and $e+de$ carry the share $de/W$ of $V^2$, so at second order they contribute $(de/W)\,V^2/(c+D-e)$. The gain for one spin, counted as a positive stabilisation, is

$$G(f)=\int_{c-W/2}^{c-W/2+fW}\frac1W\,\frac{V^2}{c+D-e}\,de .$$

In Lean this is `gain V c W D f`, with all arguments real numbers and energies in one common unit.

```lean
/-- Second-order energy gain of an empty adsorbate level at `c + D` coupled by `V` to the filled
lowest fraction `f` of a rectangular band of centre `c` and width `W`, for `0 < W < 2 D` and
`0 ≤ f ≤ 1`. -/
noncomputable def gain (V c W D f : ℝ) : ℝ :=
  ∫ e in (c - W / 2)..(c - W / 2 + f * W), 1 / W * (V ^ 2 / (c + D - e))
```

Q: And the estimate?

A: It puts the filled fraction at distance $D$ below the level, which gives $E(f)=V^2f/D$. It overbinds when $E(f)>G(f)$ and underbinds when $E(f)<G(f)$. Both energies are for one spin; two equivalent spins double both and leave the comparison unchanged.

```lean
/-- Band-centre estimate of the gain, for `D ≠ 0`: the filled fraction `f` is placed at the band
centre, a distance `D` below the adsorbate level. -/
noncomputable def centreEstimate (V D f : ℝ) : ℝ := V ^ 2 / D * f
```

Q: Does the integral stay away from the pole?

A: Yes. The highest filled energy is at most $c+W/2<c+D$. Equivalently, $fW\le W<D+W/2$, so the logarithm below has a positive argument.

```lean
/-- For `0 < W < 2 D` and filling at most one, the argument of the logarithm in the gain is
positive. -/
theorem log_argument_pos {W D f : ℝ} (hW : 0 < W) (hWD : W < 2 * D) (hf : f ≤ 1) :
    0 < 1 - f * W / (D + W / 2) := by
  have hK : 0 < D + W / 2 := by linarith
  rw [sub_pos, div_lt_one hK]
  nlinarith
```

The antiderivative of the integrand is $-(V^2/W)\ln(c+D-e)$. Its values at the two limits give

$$G(f)=-\frac{V^2}{W}\ln\frac{D+W/2-fW}{D+W/2}
=-\frac{V^2}{W}\ln\!\left(1-\frac{fW}{D+W/2}\right).$$

The proof follows this calculation: `hpos` keeps the denominator positive, `hder` checks the antiderivative, and `harg` identifies the ratio inside the logarithm.

```lean
/-- For `0 < W < 2 D` and `0 ≤ f ≤ 1`, the second-order gain is
`-(V² / W) ln (1 - f W / (D + W / 2))`. -/
theorem gain_eq (V c : ℝ) {W D f : ℝ} (hW : 0 < W) (hWD : W < 2 * D)
    (hf0 : 0 ≤ f) (hf1 : f ≤ 1) :
    gain V c W D f = -(V ^ 2 / W) * Real.log (1 - f * W / (D + W / 2)) := by
  have hfW : f * W ≤ W := by nlinarith
  have hfW0 : 0 ≤ f * W := mul_nonneg hf0 hW.le
  have hK : 0 < D + W / 2 := by linarith
  -- the adsorbate level lies above every filled state
  have hpos : ∀ e ∈ uIcc (c - W / 2) (c - W / 2 + f * W), 0 < c + D - e := by
    intro e he
    rw [uIcc_of_le (by linarith)] at he
    linarith [he.2]
  have hder : ∀ e ∈ uIcc (c - W / 2) (c - W / 2 + f * W),
      HasDerivAt (fun x => -(V ^ 2 / W) * Real.log (c + D - x))
        (1 / W * (V ^ 2 / (c + D - e))) e := by
    intro e he
    have h := (((hasDerivAt_id' e).const_sub (c + D)).log (hpos e he).ne').const_mul
      (-(V ^ 2 / W))
    exact h.congr_deriv (by ring)
  have hcont : ContinuousOn (fun e => 1 / W * (V ^ 2 / (c + D - e)))
      (uIcc (c - W / 2) (c - W / 2 + f * W)) :=
    continuousOn_const.mul
      (continuousOn_const.div (by fun_prop) (fun e he => (hpos e he).ne'))
  have harg : 1 - f * W / (D + W / 2)
      = (c + D - (c - W / 2 + f * W)) / (c + D - (c - W / 2)) := by
    rw [one_sub_div hK.ne']
    congr 1 <;> ring
  have h1 : c + D - (c - W / 2 + f * W) ≠ 0 := (hpos _ right_mem_uIcc).ne'
  have h2 : c + D - (c - W / 2) ≠ 0 := (hpos _ left_mem_uIcc).ne'
  unfold gain
  rw [intervalIntegral.integral_eq_sub_of_hasDerivAt hder hcont.intervalIntegrable,
    harg, Real.log_div h1 h2]
  ring
```

Q: Why should there be only one crossing? Two curves can meet several times.

A: Compare $G(f)/f$ with the constant $E(f)/f=V^2/D$. Each added state lies closer to the adsorbate level, so the average contribution grows. To prove it, take $0<f<g\le1$ and set $r=f/g$, $q=gW/(D+W/2)$. Strict concavity of the logarithm between $1$ and $1-q$ gives

$$\ln(1-rq)>r\ln(1-q).$$

Since $rq=fW/(D+W/2)$, multiplying by $-V^2/W$ and dividing by $f$ gives $G(f)/f<G(g)/g$. In Lean, `strictConcaveOn_log_Ioi` supplies the inequality, and the remaining steps clear denominators.

```lean
/-- For `V ≠ 0` and `0 < W < 2 D`, the gain per filled fraction strictly increases with the
filling on `0 < f ≤ 1`. -/
theorem gain_per_filling_lt {V W D f g : ℝ} (c : ℝ) (hV : V ≠ 0) (hW : 0 < W)
    (hWD : W < 2 * D) (hf : 0 < f) (hfg : f < g) (hg : g ≤ 1) :
    gain V c W D f / f < gain V c W D g / g := by
  have hg0 : 0 < g := hf.trans hfg
  have hK : 0 < D + W / 2 := by linarith
  have hq : 0 < g * W / (D + W / 2) := by positivity
  have hr : f / g < 1 := (div_lt_one hg0).2 hfg
  -- strict concavity of the logarithm between the empty band and filling `g`
  have h := strictConcaveOn_log_Ioi.2 (mem_Ioi.2 one_pos)
    (mem_Ioi.2 (log_argument_pos hW hWD hg)) (sub_lt_self (1 : ℝ) hq).ne'
    (sub_pos.2 hr) (div_pos hf hg0) (by ring)
  have harg : (1 - f / g) * 1 + f / g * (1 - g * W / (D + W / 2))
      = 1 - f * W / (D + W / 2) := by
    have hc : f / g * g = f := div_mul_cancel₀ f hg0.ne'
    linear_combination (-(W / (D + W / 2))) * hc
  simp only [smul_eq_mul, Real.log_one, mul_zero, zero_add] at h
  rw [harg, div_mul_eq_mul_div, div_lt_iff₀ hg0] at h
  rw [gain_eq V c hW hWD hf.le (hfg.le.trans hg), gain_eq V c hW hWD hg0.le hg,
    div_lt_div_iff₀ hf hg0]
  have hp : 0 < V ^ 2 / W := by positivity
  generalize V ^ 2 / W = p at hp ⊢
  nlinarith [mul_lt_mul_of_pos_left h hp]
```

Q: You still need a filling on each side of the crossing.

A: For the lower one, take $f_0=1-W/(4D+2W)$ and $t=1+W/(2D)>1$. Then $W=2D(t-1)$, $D+W/2=Dt$ and $f_0=(t+1)/(2t)$, so the logarithm's argument is

$$1-\frac{(t+1)(t-1)}{t^2}=\frac1{t^2}.$$

For $u>0$ we have $u<\sinh u$, because $\sinh u-u$ vanishes at zero and has derivative $\cosh u-1>0$. With $u=\ln t$ this reads $2\ln t<t-1/t$. Hence

$$G(f_0)=\frac{V^2}{W}\,2\ln t<\frac{V^2}{2D(t-1)}\left(t-\frac1t\right)
=\frac{V^2}{D}\,\frac{t+1}{2t}=E(f_0).$$

The lemma makes the same substitution; `h1` and `h3` compute the filling and the argument, and `hl` is the inequality for $\ln t$.

```lean
/-- For `V ≠ 0` and `0 < W < 2 D`, the band-centre estimate exceeds the gain at the filling
`1 - W / (4 D + 2 W)`. -/
theorem overbinds_at_bound {V W D : ℝ} (c : ℝ) (hV : V ≠ 0) (hW : 0 < W) (hWD : W < 2 * D) :
    gain V c W D (1 - W / (4 * D + 2 * W))
      < centreEstimate V D (1 - W / (4 * D + 2 * W)) := by
  have hD : 0 < D := by linarith
  -- measure the width by `t = 1 + W / (2 D)`
  obtain ⟨t, rfl⟩ : ∃ t, W = 2 * D * (t - 1) :=
    ⟨1 + W / (2 * D), by rw [add_sub_cancel_left]; field_simp⟩
  have ht1 : 0 < t - 1 := (mul_pos_iff_of_pos_left (by positivity)).1 hW
  have ht : 0 < t := by linarith
  have hne : t - 1 ≠ 0 := ht1.ne'
  have h1 : 1 - 2 * D * (t - 1) / (4 * D + 2 * (2 * D * (t - 1))) = (t + 1) / (2 * t) := by
    rw [show 4 * D + 2 * (2 * D * (t - 1)) = 4 * D * t by ring]
    field_simp
    ring
  have h3 : 1 - (t + 1) / (2 * t) * (2 * D * (t - 1)) / (D + 2 * D * (t - 1) / 2)
      = (t ^ 2)⁻¹ := by
    rw [show D + 2 * D * (t - 1) / 2 = D * t by ring]
    field_simp
    ring
  -- `ln t < sinh (ln t)`
  have hl : 2 * Real.log t < t - t⁻¹ := by
    have h := Real.self_lt_sinh_iff.2 (Real.log_pos (by linarith : 1 < t))
    rw [Real.sinh_log ht] at h
    linarith
  rw [h1, gain_eq V c hW hWD (by positivity)
    (by rw [div_le_one (by positivity)]; linarith), h3, Real.log_inv, Real.log_pow]
  unfold centreEstimate
  calc _ = V ^ 2 / (2 * D * (t - 1)) * (2 * Real.log t) := by push_cast; ring
    _ < V ^ 2 / (2 * D * (t - 1)) * (t - t⁻¹) :=
        mul_lt_mul_of_pos_left hl (div_pos (by positivity) hW)
    _ = _ := by
        field_simp
        ring
```

For the upper one, fill the band. Let $m=D-W/2$ be the distance from band top to adsorbate level, and $x=W/m$. The function $\ln(1+x)-2x/(x+2)$ vanishes at zero and has derivative $x^2/[(1+x)(x+2)^2]>0$ for $x>0$, so

$$G(1)=\frac{V^2}{W}\ln(1+x)>\frac{V^2}{W}\,\frac{2x}{x+2}
=\frac{V^2}{W}\,\frac{W}{m+W/2}=\frac{V^2}{D}=E(1).$$

Mathlib provides the bound $2x/(x+2)<\ln(1+x)$, and `hx` rewrites its left-hand side as $W/(m+W/2)=W/D$.

```lean
/-- For `V ≠ 0` and `0 < W < 2 D`, the gain of the completely filled band exceeds the
band-centre estimate. -/
theorem underbinds_full {V W D : ℝ} (c : ℝ) (hV : V ≠ 0) (hW : 0 < W) (hWD : W < 2 * D) :
    centreEstimate V D 1 < gain V c W D 1 := by
  rw [gain_eq V c hW hWD zero_le_one le_rfl]
  unfold centreEstimate
  -- `m` is the distance from the band top to the adsorbate level
  obtain ⟨m, rfl⟩ : ∃ m, D = m + W / 2 := ⟨D - W / 2, by ring⟩
  have hm : 0 < m := by linarith
  have harg : 1 - 1 * W / (m + W / 2 + W / 2) = (1 + W / m)⁻¹ := by
    rw [show m + W / 2 + W / 2 = m + W by ring, one_mul, one_add_div hm.ne', inv_div,
      one_sub_div (by positivity), add_sub_cancel_right]
  have hl := Real.lt_log_one_add_of_pos (div_pos hW hm)
  have hx : 2 * (W / m) / (W / m + 2) = W / (m + W / 2) := by
    rw [div_eq_div_iff (by positivity) (by positivity)]
    have hw : W / m * m = W := div_mul_cancel₀ W hm.ne'
    linear_combination 2 * hw
  rw [hx] at hl
  rw [harg, Real.log_inv]
  calc V ^ 2 / (m + W / 2) * 1 = V ^ 2 / W * (W / (m + W / 2)) := by field_simp
    _ < V ^ 2 / W * Real.log (1 + W / m) := mul_lt_mul_of_pos_left hl (by positivity)
    _ = _ := by ring
```

Q: Then continuity gives a crossing. What exactly does the final statement say about it?

A: For $V\ne0$ and $0<W<2D$, there is a filling $f_s$, called `fs`, with

$$1-\frac{W}{4D+2W}<f_s<1 .$$

For every $f$ in `Ioc (0 : ℝ) 1`, that is $0<f\le1$, three equivalences hold: the estimate is exact if and only if $f=f_s$, overbinds if and only if $f<f_s$, and underbinds if and only if $f>f_s$. The first one makes $f_s$ unique.

The proof applies `intermediate_value_Ioo` to $G-E$ between $f_0$ and $1$. At the crossing, `hratio` records $G(f_s)/f_s=V^2/D$. The three cases of `lt_trichotomy` then use the monotonic ratio to fix the sign on either side.

```lean
/-- For `V ≠ 0` and `0 < W < 2 D` there is a filling `fs` between `1 - W / (4 D + 2 W)` and `1`
such that, for `0 < f ≤ 1`, the band-centre estimate is exact only at `fs`, overbinds exactly
below `fs` and underbinds exactly above it. -/
theorem crossing_filling {V W D : ℝ} (c : ℝ) (hV : V ≠ 0) (hW : 0 < W) (hWD : W < 2 * D) :
    ∃ fs ∈ Ioo (1 - W / (4 * D + 2 * W)) 1, ∀ f ∈ Ioc (0 : ℝ) 1,
      (gain V c W D f = centreEstimate V D f ↔ f = fs) ∧
      (gain V c W D f < centreEstimate V D f ↔ f < fs) ∧
      (centreEstimate V D f < gain V c W D f ↔ fs < f) := by
  have hD : 0 < D := by linarith
  have hq : 0 < W / (4 * D + 2 * W) := by positivity
  have hq1 : W / (4 * D + 2 * W) < 1 := by
    rw [div_lt_one (by positivity)]
    linarith
  have hlow := overbinds_at_bound c hV hW hWD
  have hhigh := underbinds_full c hV hW hWD
  rw [gain_eq V c hW hWD (by linarith) (by linarith)] at hlow
  rw [gain_eq V c hW hWD zero_le_one le_rfl] at hhigh
  -- the error of the estimate is continuous and changes sign
  have hcont : ContinuousOn (fun f => -(V ^ 2 / W) * Real.log (1 - f * W / (D + W / 2))
      - centreEstimate V D f) (Icc (1 - W / (4 * D + 2 * W)) 1) := by
    unfold centreEstimate
    exact (continuousOn_const.mul (ContinuousOn.log (by fun_prop)
      (fun f hf => (log_argument_pos hW hWD hf.2).ne'))).sub (by fun_prop)
  obtain ⟨fs, hfs, h0⟩ := intermediate_value_Ioo (by linarith) hcont
    (mem_Ioo.2 ⟨sub_neg.2 hlow, sub_pos.2 hhigh⟩)
  have hfs0 : 0 < fs := by linarith [hfs.1]
  have heq : gain V c W D fs = centreEstimate V D fs := by
    rw [gain_eq V c hW hWD hfs0.le hfs.2.le]
    exact sub_eq_zero.1 h0
  have hratio : gain V c W D fs / fs = V ^ 2 / D := by
    rw [heq, centreEstimate, mul_div_cancel_right₀ _ hfs0.ne']
  refine ⟨fs, hfs, fun f hf => ?_⟩
  -- compare the gain per filled fraction with its value at the crossing
  rcases lt_trichotomy f fs with h | h | h
  · have hg := gain_per_filling_lt c hV hW hWD hf.1 h hfs.2.le
    rw [hratio, div_lt_iff₀ hf.1] at hg
    change gain V c W D f < centreEstimate V D f at hg
    exact ⟨iff_of_false hg.ne h.ne, iff_of_true hg h, iff_of_false (lt_asymm hg) (lt_asymm h)⟩
  · subst h
    simp [heq]
  · have hg := gain_per_filling_lt c hV hW hWD hfs0 h hf.2
    rw [hratio, lt_div_iff₀ hf.1] at hg
    change centreEstimate V D f < gain V c W D f at hg
    exact ⟨iff_of_false hg.ne' h.ne', iff_of_false (lt_asymm hg) (lt_asymm h), iff_of_true hg h⟩
```

Q: Why exclude zero filling and zero coupling? And could $f_s$ depend on where I put the energy zero?

A: At $f=0$ both energies vanish, which would add a second agreement. At $V=0$ they agree at every filling. As for the energy zero, `fs` is chosen after `V` and `c`, but the closed form contains no $c$, and $V^2$ multiplies both sides, so $f_s$ depends only on $W/D$.

Q: What can I use without solving for $f_s$?

A: Since $W<2D$ implies $W/(4D+2W)<1/4$, the estimate overbinds at every nonzero filling up to three quarters. The lower bound on $f_s$ also tends to $1$ as $W/D\to0$, so for a narrow band the crossing lies close to complete filling.

```lean
/-- For `V ≠ 0`, `0 < W < 2 D` and a nonzero filling of at most three quarters, the band-centre
estimate overbinds. -/
theorem overbinds_to_three_quarters {V W D f : ℝ} (c : ℝ) (hV : V ≠ 0) (hW : 0 < W)
    (hWD : W < 2 * D) (hf : 0 < f) (hf' : f ≤ 3 / 4) :
    gain V c W D f < centreEstimate V D f := by
  obtain ⟨fs, hfs, h⟩ := crossing_filling c hV hW hWD
  have hq : W / (4 * D + 2 * W) < 1 / 4 := by
    rw [div_lt_iff₀ (by linarith)]
    linarith
  exact (h f ⟨hf, by linarith⟩).2.1.2 (by linarith [hfs.1])

end RectangularDBand
```

Q: I'm still not convinced that this is the d-band model used for real surfaces.

A: It is one attractive term of such a model. Energy-dependent coupling, a structured density of states, Pauli repulsion, the sp band and self-consistent level shifts are all absent. Second order is itself an assumption, reasonable when the coupling is weak compared with the gap $D-W/2$. Within this non-interacting, constant-coupling model, the result gives the sign of the error made in the second-order term when the filled states are replaced by the band centre. It doesn't give the sign of the error in a complete adsorption energy.

```lean
#print axioms RectangularDBand.overbinds_to_three_quarters
```

```
'RectangularDBand.overbinds_to_three_quarters' depends on axioms: [propext, Classical.choice, Quot.sound]
```
